# For every real polynomial \(f\) in \(d\ge 1\) variables, \(\Delta((1-r^2)q)=f\) has exactly one polynomial solution \(q\)

## Can the ansatz \((1-r^2)q\) get stuck?

I want the electrostatic potential inside a hollow, grounded conducting sphere of inner radius 1 whose cavity holds a polynomial charge density. Should the unknown be a general function on the ball, with the boundary condition imposed separately, or a polynomial \(q\) in \(\varphi=(1-r^2)q\), which vanishes at \(r=1\) automatically?

The second choice reduces everything to matching coefficients in \(\Delta((1-r^2)q)=f\), where \(f=-\rho/\varepsilon_0\). But the factor \(1-r^2\) mixes degrees, so the coefficients are coupled. Could the linear system be singular, so that some sources have no solution, or could it force \(q\) to become an infinite series?

## No: moving \(\Delta\) through the equation reduces it to dilations

Take the polynomial \(q\) as the unknown. The system is then never singular, and \(q\) is always a finite polynomial. The reason is a short commutator calculation.

Let \(E=\sum_i x_i\partial_i\), which is \(r\,\partial_r\). From \(\Delta(x_ip)=x_i\Delta p+2\partial_ip\), used twice,

\[
\Delta(x_i^2p)=x_i^2\Delta p+4x_i\partial_ip+2p .
\]

Summing over the \(d\) coordinates gives the first identity below. The second follows from the same rule applied to \(x_i\partial_ip\), because \(\Delta\) commutes with \(\partial_i\):

\[
\Delta(r^2p)=r^2\Delta p+4Ep+2d\,p,\qquad \Delta Ep=E\Delta p+2\Delta p .
\]

Define \(L_{a,c}=(r^2-1)\Delta+aE+c\) for real numbers \(a\ge0\) and \(c>0\). The first identity says that

\[
\Delta((1-r^2)q)=-L_{4,2d}\,q ,
\]

and the two together give

\[
\Delta L_{a,c}\,q=L_{a',c'}\,\Delta q,\qquad a'=a+4,\quad c'=c+2a+2d .
\]

So \(\Delta q\) obeys an equation of the same kind, again with \(a'\ge0\) and \(c'>0\). Since some power of \(\Delta\) annihilates any given polynomial, this descent ends.

One operator has to be inverted on the way. A monomial of total degree \(m\) is an eigenvector of \(aE+c\) with eigenvalue \(am+c>0\), so \(aE+c\) is invertible on polynomials.

**Uniqueness.** Suppose \(L_{a,c}q=0\) and \(\Delta^{n+1}q=0\). Then \(L_{a',c'}\Delta q=0\) and \(\Delta^n(\Delta q)=0\), so \(\Delta q=0\) by induction on \(n\). What remains is \((aE+c)q=0\), hence \(q=0\).

**Existence.** To solve \(L_{a,c}q=f\) with \(\Delta^{n+1}f=0\), first use induction to find \(p\) with \(L_{a',c'}p=\Delta f\). This \(p\) is meant to be \(\Delta q\), so define \(q\) by

\[
(aE+c)q=f-(r^2-1)p .
\]

Applying \(\Delta\) and inserting the equation for \(p\) gives

\[
(aE+c+2a)\Delta q=\Delta f-\Delta((r^2-1)p)=(aE+c+2a)p .
\]

Since \(c+2a>0\), it follows that \(\Delta q=p\), and the definition of \(q\) becomes \(L_{a,c}q=f\). Both inductions start at \(n=0\), where the polynomial in question is already zero.

Here is the argument in Lean 4 with Mathlib.

```lean
import Mathlib

open MvPolynomial

namespace PolynomialPoisson

noncomputable section

variable {d : ℕ}

/-- The Laplacian on real polynomials: the sum of the second partial derivatives. -/
def laplacian : Module.End ℝ (MvPolynomial (Fin d) ℝ) where
  toFun p := ∑ i, pderiv i (pderiv i p)
  map_add' p q := by simp only [map_add, Finset.sum_add_distrib]
  map_smul' c p := by simp only [Derivation.map_smul, Finset.smul_sum, RingHom.id_apply]

/-- The dilation (Euler) operator, the sum of `x_i ∂_i`. -/
def euler : Module.End ℝ (MvPolynomial (Fin d) ℝ) where
  toFun p := ∑ i, X i * pderiv i p
  map_add' p q := by simp only [map_add, mul_add, Finset.sum_add_distrib]
  map_smul' c p := by
    simp only [Derivation.map_smul, mul_smul_comm, Finset.smul_sum, RingHom.id_apply]

/-- The squared radius, the sum of the squares of the coordinates. -/
def radiusSq (d : ℕ) : MvPolynomial (Fin d) ℝ := ∑ i, X i ^ 2

/-- The Laplacian commutes with every partial derivative. -/
theorem laplacian_pderiv (i : Fin d) (p : MvPolynomial (Fin d) ℝ) :
    laplacian (pderiv i p) = pderiv i (laplacian p) := by
  have hL : ∀ q : MvPolynomial (Fin d) ℝ, laplacian q = ∑ j, pderiv j (pderiv j q) :=
    fun _ => rfl
  have hc : ∀ a b k : Fin d, pderiv a (pderiv b (X k : MvPolynomial (Fin d) ℝ)) = 0 := by
    intro a b k
    by_cases h : k = b
    · rw [h, pderiv_X_self, Derivation.map_one_eq_zero]
    · rw [pderiv_X_of_ne h, map_zero]
  have comm : ∀ (j : Fin d) (q : MvPolynomial (Fin d) ℝ),
      pderiv j (pderiv i q) = pderiv i (pderiv j q) := by
    intro j q
    induction q using MvPolynomial.induction_on
    · rw [pderiv_C, pderiv_C, map_zero, map_zero]
    · rename_i a b ha hb
      simp only [map_add, ha, hb]
    · rename_i a k ha
      simp only [Derivation.leibniz, smul_eq_mul, map_add, hc, mul_zero, ha]
      ring
  rw [hL, hL, map_sum]
  exact Finset.sum_congr rfl fun j _ => by rw [comm j p, comm j]

/-- Moving the Laplacian past a coordinate leaves twice the derivative along it. -/
theorem laplacian_X_mul (i : Fin d) (p : MvPolynomial (Fin d) ℝ) :
    laplacian (X i * p) = X i * laplacian p + (2 : ℝ) • pderiv i p := by
  have hL : ∀ q : MvPolynomial (Fin d) ℝ, laplacian q = ∑ j, pderiv j (pderiv j q) :=
    fun _ => rfl
  have h : ∀ j, pderiv j (pderiv j (X i * p)) = X i * pderiv j (pderiv j p)
      + if i = j then (2 : ℝ) • pderiv j p else 0 := by
    intro j
    by_cases hij : i = j
    · subst hij
      rw [if_pos rfl, two_smul]
      simp only [Derivation.leibniz, smul_eq_mul, pderiv_X_self, map_add, mul_one]
      ring
    · rw [if_neg hij, add_zero, Derivation.leibniz, pderiv_X_of_ne hij, smul_zero, add_zero,
        smul_eq_mul, Derivation.leibniz, pderiv_X_of_ne hij, smul_zero, add_zero, smul_eq_mul]
  rw [hL, hL, Finset.sum_congr rfl fun j _ => h j, Finset.sum_add_distrib, Finset.mul_sum,
    Finset.sum_ite_eq, if_pos (Finset.mem_univ i)]

/-- Moving the Laplacian past `r²` leaves four times the dilation operator plus `2d`. -/
theorem laplacian_radiusSq_mul (p : MvPolynomial (Fin d) ℝ) :
    laplacian (radiusSq d * p)
      = radiusSq d * laplacian p + (4 : ℝ) • euler p + (2 * d : ℝ) • p := by
  have hr : ∀ q, radiusSq d * q = ∑ i, X i * (X i * q) := fun q => by
    simp only [radiusSq, Finset.sum_mul, pow_two, mul_assoc]
  have h : ∀ i, laplacian (X i * (X i * p))
      = X i * (X i * laplacian p) + (4 : ℝ) • (X i * pderiv i p) + (2 : ℝ) • p := fun i => by
    simp only [laplacian_X_mul, Derivation.leibniz, pderiv_X_self, smul_eq_mul, mul_one,
      mul_add, mul_smul_comm]
    module
  have hE : ∑ i, (4 : ℝ) • (X i * pderiv i p) = (4 : ℝ) • euler p := by
    rw [show euler p = ∑ i, X i * pderiv i p from rfl, Finset.smul_sum]
  rw [hr p, map_sum, Finset.sum_congr rfl fun i _ => h i, Finset.sum_add_distrib,
    Finset.sum_add_distrib, hE, hr (laplacian p), Finset.sum_const, Finset.card_univ,
    Fintype.card_fin, ← Nat.cast_smul_eq_nsmul ℝ, smul_smul, mul_comm (d : ℝ) 2]

/-- The Laplacian lowers the dilation weight by two. -/
theorem laplacian_euler (p : MvPolynomial (Fin d) ℝ) :
    laplacian (euler p) = euler (laplacian p) + (2 : ℝ) • laplacian p := by
  have hE : ∀ q : MvPolynomial (Fin d) ℝ, euler q = ∑ i, X i * pderiv i q := fun _ => rfl
  have h2 : ∑ i, (2 : ℝ) • pderiv i (pderiv i p) = (2 : ℝ) • laplacian p := by
    rw [show laplacian p = ∑ i, pderiv i (pderiv i p) from rfl, Finset.smul_sum]
  rw [hE p, map_sum, hE (laplacian p), ← h2, ← Finset.sum_add_distrib]
  exact Finset.sum_congr rfl fun i _ => by rw [laplacian_X_mul, laplacian_pderiv]

/-- Every polynomial is annihilated by some power of the Laplacian. -/
theorem exists_laplacian_pow_eq_zero (p : MvPolynomial (Fin d) ℝ) :
    ∃ n : ℕ, (laplacian ^ n) p = 0 := by
  have hcomm : ∀ (i : Fin d) (n : ℕ) (q : MvPolynomial (Fin d) ℝ),
      (laplacian ^ n) (pderiv i q) = pderiv i ((laplacian ^ n) q) := by
    intro i n
    induction n with
    | zero => intro q; simp only [pow_zero, Module.End.one_apply]
    | succ n ih =>
      intro q
      rw [pow_succ, Module.End.mul_apply, Module.End.mul_apply, laplacian_pderiv, ih]
  have hX : ∀ (i : Fin d) (n : ℕ) (q : MvPolynomial (Fin d) ℝ),
      (laplacian ^ n) q = 0 → (laplacian ^ (n + 1)) (X i * q) = 0 := by
    intro i n
    induction n with
    | zero =>
      intro q hq
      rw [pow_zero, Module.End.one_apply] at hq
      rw [hq, mul_zero, map_zero]
    | succ n ih =>
      intro q hq
      have hq' : (laplacian ^ n) (laplacian q) = 0 := by
        rwa [pow_succ, Module.End.mul_apply] at hq
      rw [pow_succ, Module.End.mul_apply, laplacian_X_mul, map_add, ih _ hq', map_smul,
        hcomm, hq, map_zero, smul_zero, add_zero]
  induction p using MvPolynomial.induction_on
  · rename_i a
    refine ⟨1, ?_⟩
    rw [pow_one, show laplacian (C a) = ∑ i : Fin d, pderiv i (pderiv i (C a)) from rfl]
    exact Finset.sum_eq_zero fun i _ => by rw [pderiv_C, map_zero]
  · rename_i a b ha hb
    obtain ⟨n, hn⟩ := ha
    obtain ⟨m, hm⟩ := hb
    refine ⟨n + m, ?_⟩
    have ha : (laplacian ^ (n + m)) a = 0 := by
      rw [add_comm n m, pow_add, Module.End.mul_apply, hn, map_zero]
    rw [map_add, ha, pow_add, Module.End.mul_apply, hm, map_zero, add_zero]
  · rename_i a i ha
    obtain ⟨n, hn⟩ := ha
    exact ⟨n + 1, by rw [mul_comm]; exact hX i n a hn⟩

/-- For `a ≥ 0` and `c > 0`, the operator `a E + c` built from the dilation operator `E` has
zero kernel and reaches every polynomial. -/
theorem dilation_invertible {a c : ℝ} (ha : 0 ≤ a) (hc : 0 < c) :
    (∀ p : MvPolynomial (Fin d) ℝ, a • euler p + c • p = 0 → p = 0) ∧
    ∀ f : MvPolynomial (Fin d) ℝ, ∃ p, a • euler p + c • p = f := by
  -- monomials are eigenvectors of the dilation operator
  obtain ⟨N, hN0, hN⟩ : ∃ N : (Fin d →₀ ℕ) → ℝ, (∀ α, 0 ≤ N α) ∧
      ∀ α r, euler (monomial α r) = N α • monomial α r := by
    refine ⟨fun α => ∑ i, (α i : ℝ), fun α => Finset.sum_nonneg fun i _ => Nat.cast_nonneg _,
      fun α r => ?_⟩
    rw [show euler (monomial α r) = ∑ i, X i * pderiv i (monomial α r) from rfl,
      Finset.sum_smul]
    refine Finset.sum_congr rfl fun i _ => ?_
    rw [pderiv_monomial]
    by_cases h0 : α i = 0
    · rw [h0, Nat.cast_zero, mul_zero, map_zero, mul_zero, zero_smul]
    · rw [MvPolynomial.X, monomial_mul, one_mul, add_tsub_cancel_of_le
        (Finsupp.single_le_iff.mpr (Nat.one_le_iff_ne_zero.mpr h0)), smul_monomial,
        smul_eq_mul, mul_comm]
  have hne : ∀ α, a * N α + c ≠ 0 := fun α =>
    (add_pos_of_nonneg_of_pos (mul_nonneg ha (hN0 α)) hc).ne'
  have hadd : ∀ p q : MvPolynomial (Fin d) ℝ, a • euler (p + q) + c • (p + q)
      = (a • euler p + c • p) + (a • euler q + c • q) := fun p q => by
    rw [map_add]
    module
  have hcoeff : ∀ (α : Fin d →₀ ℕ) (p : MvPolynomial (Fin d) ℝ),
      coeff α (a • euler p + c • p) = (a * N α + c) * coeff α p := by
    intro α p
    refine MvPolynomial.induction_on' p ?_ ?_
    · intro s r
      rw [hN, smul_smul, ← add_smul, coeff_smul, smul_eq_mul, coeff_monomial]
      by_cases h : s = α
      · rw [h]
      · rw [if_neg h, mul_zero, mul_zero]
    · intro p q hp hq
      rw [hadd, coeff_add, hp, hq, coeff_add, mul_add]
  constructor
  · intro p hp
    ext α
    have h := hcoeff α p
    rw [hp, coeff_zero] at h
    rw [coeff_zero]
    exact (mul_eq_zero.mp h.symm).resolve_left (hne α)
  · intro f
    refine MvPolynomial.induction_on' f ?_ ?_
    · intro α r
      refine ⟨monomial α ((a * N α + c)⁻¹ * r), ?_⟩
      rw [hN, smul_smul, ← add_smul, smul_monomial, smul_eq_mul, ← mul_assoc,
        mul_inv_cancel₀ (hne α), one_mul]
    · rintro f g ⟨p, hp⟩ ⟨q, hq⟩
      exact ⟨p + q, by rw [hadd, hp, hq]⟩

/-- For `a ≥ 0` and `c > 0`, a polynomial that is annihilated by a power of the Laplacian and lies
in the kernel of `(r² - 1) Δ + a E + c` is zero. -/
theorem ladder_injective (n : ℕ) : ∀ (q : MvPolynomial (Fin d) ℝ) (a c : ℝ), 0 ≤ a → 0 < c →
    (laplacian ^ n) q = 0 →
    radiusSq d * laplacian q - laplacian q + a • euler q + c • q = 0 → q = 0 := by
  induction n with
  | zero =>
    intro q a c _ _ hn _
    rwa [pow_zero, Module.End.one_apply] at hn
  | succ n ih =>
    intro q a c ha hc hn h
    rw [pow_succ, Module.End.mul_apply] at hn
    -- the Laplacian of `q` solves an equation of the same kind
    have h2 := congrArg laplacian h
    simp only [map_add, map_sub, map_smul, map_zero, laplacian_radiusSq_mul,
      laplacian_euler] at h2
    have h0 : laplacian q = 0 := ih _ (a + 4) (c + 2 * a + 2 * d) (by positivity)
      (by positivity) hn (by linear_combination (norm := module) h2)
    exact (dilation_invertible ha hc).1 q
      (by simpa only [h0, mul_zero, sub_self, zero_add] using h)

/-- For `a ≥ 0` and `c > 0`, the operator `(r² - 1) Δ + a E + c` reaches every polynomial
annihilated by a power of the Laplacian. -/
theorem ladder_surjective (n : ℕ) : ∀ (f : MvPolynomial (Fin d) ℝ) (a c : ℝ), 0 ≤ a → 0 < c →
    (laplacian ^ n) f = 0 →
    ∃ q, radiusSq d * laplacian q - laplacian q + a • euler q + c • q = f := by
  induction n with
  | zero =>
    intro f a c _ _ hn
    rw [pow_zero, Module.End.one_apply] at hn
    exact ⟨0, by simp only [hn, map_zero, mul_zero, smul_zero, sub_self, add_zero]⟩
  | succ n ih =>
    intro f a c ha hc hn
    rw [pow_succ, Module.End.mul_apply] at hn
    -- first find the Laplacian `p` of the solution, then the solution itself
    obtain ⟨p, hp⟩ := ih _ (a + 4) (c + 2 * a + 2 * d) (by positivity) (by positivity) hn
    obtain ⟨q, hq⟩ := (dilation_invertible ha hc).2 (f - (radiusSq d * p - p))
    have h2 := congrArg laplacian hq
    simp only [map_add, map_sub, map_smul, laplacian_radiusSq_mul, laplacian_euler] at h2
    have hqp : laplacian q = p := by
      have hc' : 0 < c + 2 * a := by positivity
      refine sub_eq_zero.mp ((dilation_invertible ha hc').1 _ ?_)
      rw [map_sub]
      linear_combination (norm := module) h2 - hp
    refine ⟨q, ?_⟩
    rw [hqp]
    linear_combination (norm := module) hq

/-- Polynomial Poisson problem: in dimension at least one, every real polynomial `f` has
exactly one polynomial `q` with `Δ((1 - r²) q) = f`. -/
theorem existsUnique_solution (hd : 0 < d) (f : MvPolynomial (Fin d) ℝ) :
    ∃! q : MvPolynomial (Fin d) ℝ, laplacian ((1 - radiusSq d) * q) = f := by
  have hd' : (0 : ℝ) < 2 * d := mul_pos two_pos (Nat.cast_pos.mpr hd)
  have hT : ∀ q, laplacian ((1 - radiusSq d) * q) = -(radiusSq d * laplacian q - laplacian q
      + (4 : ℝ) • euler q + (2 * d : ℝ) • q) := fun q => by
    rw [sub_mul, one_mul, map_sub, laplacian_radiusSq_mul]
    module
  obtain ⟨n, hn⟩ := exists_laplacian_pow_eq_zero (-f)
  obtain ⟨q, hq⟩ := ladder_surjective n (-f) 4 (2 * d) (by norm_num) hd' hn
  have hq1 : laplacian ((1 - radiusSq d) * q) = f := by rw [hT, hq, neg_neg]
  refine ⟨q, hq1, fun q' hq' => sub_eq_zero.mp ?_⟩
  obtain ⟨m, hm⟩ := exists_laplacian_pow_eq_zero (q' - q)
  refine ladder_injective m _ 4 (2 * d) (by norm_num) hd' hm (neg_eq_zero.mp ?_)
  rw [← hT, mul_sub, map_sub, hq', hq1, sub_self]

/-- In dimension at least one, every polynomial source is the Laplacian of a polynomial
potential that vanishes on the unit sphere. -/
theorem exists_grounded_potential (hd : 0 < d) (f : MvPolynomial (Fin d) ℝ) :
    ∃ φ : MvPolynomial (Fin d) ℝ, laplacian φ = f ∧
      ∀ x : Fin d → ℝ, ∑ i, x i ^ 2 = 1 → eval x φ = 0 := by
  obtain ⟨q, hq, -⟩ := existsUnique_solution hd f
  refine ⟨(1 - radiusSq d) * q, hq, fun x hx => ?_⟩
  have hr : eval x (radiusSq d) = 1 := by simp only [radiusSq, map_sum, map_pow, eval_X, hx]
  rw [map_mul, map_sub, map_one, hr, sub_self, zero_mul]

end

end PolynomialPoisson
```

```lean
#print axioms PolynomialPoisson.existsUnique_solution
#print axioms PolynomialPoisson.exists_grounded_potential
```

```
'PolynomialPoisson.existsUnique_solution' depends on axioms: [propext, Classical.choice, Quot.sound]
'PolynomialPoisson.exists_grounded_potential' depends on axioms: [propext, Classical.choice, Quot.sound]
```

### What the two final theorems say

`MvPolynomial (Fin d) ℝ` is the type of real polynomials in \(d\) coordinates, and `pderiv i` is the formal partial derivative, which agrees with the usual one on polynomial functions. `laplacian` and `euler` are the linear maps \(\Delta\) and \(E\), and `radiusSq d` is \(r^2\). Lengths are measured in units of the sphere's radius.

`existsUnique_solution` takes `hd : 0 < d` and any polynomial `f`. The symbol `∃!` then states that one and only one polynomial `q` solves the equation. `exists_grounded_potential` provides a polynomial `φ` with Laplacian `f` whose value `eval x φ` is zero at every real point with \(\sum_i x_i^2=1\). For \(d=1\) this "sphere" is the pair of points \(\pm1\).

The uniqueness concerns \(q\), within polynomials. Identifying \((1-r^2)q\) with the physical potential takes one more step: the uniqueness of the Dirichlet problem among all sufficiently smooth functions on the ball, which follows from the maximum principle.

In electronic structure, the Hartree potential solves a Poisson equation; polynomial densities in a grounded sphere give a numerical solver reference solutions for that geometry and boundary condition.

### Where each step sits in the code

`laplacian_pderiv` proves that \(\Delta\) commutes with \(\partial_i\), by induction on how a polynomial is built from constants, sums and multiplication by a coordinate. `laplacian_X_mul`, `laplacian_radiusSq_mul` and `laplacian_euler` are the commutation rules above.

`exists_laplacian_pow_eq_zero` makes the descent finite. Its inner claim `hX` says that if \(\Delta^nq=0\), then \(\Delta^{n+1}(x_iq)=0\): multiplying by a coordinate costs at most one more Laplacian. Induction on the structure of the polynomial does the rest.

`dilation_invertible` handles \(aE+c\). There `N α` is the total degree of the monomial with exponents `α`, and `hne` records that the eigenvalue is nonzero. Comparing coefficients gives the zero kernel; dividing each monomial by its eigenvalue gives a preimage.

`ladder_injective` and `ladder_surjective` are the two inductions on `n`, stated for all admissible `a` and `c` because these constants change at each step. `congrArg laplacian` applies \(\Delta\) to both sides of an equation, `positivity` checks the signs of the new constants, and `linear_combination (norm := module)` verifies the rearrangements.

In `existsUnique_solution`, `hT` is the identity \(\Delta((1-r^2)q)=-L_{4,2d}q\). Because of the minus sign, existence is applied to `-f`. For uniqueness, the difference `q' - q` of two solutions lies in the kernel and is therefore zero. `exists_grounded_potential` multiplies the solution by \(1-r^2\) and evaluates on the sphere.

### What happens at \(d=0\)

The hypothesis `0 < d` makes the starting constant \(2d\) positive. With \(d=0\) there are no coordinates: every polynomial is a constant, and \(\Delta\) is an empty sum, hence zero. The source \(f=1\) then has no solution, while for \(f=0\) every constant \(q\) is one, so existence and uniqueness both fail.
